# Directional average of the body correction to the inverse dielectric matrix in a cubic medium

Take a real, symmetrised dielectric matrix in the long-wavelength limit along a unit vector `n`, with body `B`, wing column `V n` and wing row `(V n)ᵀ`. If `L` is the macroscopic dielectric tensor, local fields included, the body of the inverse matrix is `B⁻¹` plus the correction `B⁻¹ V n nᵀ Vᵀ B⁻¹ / (n · L n)`, for invertible `B` and nonzero `n · L n`. In a cubic medium `L` is a number `lam` times the identity. The lemma says that for nonzero `lam` the correction, averaged over directions and multiplied by `3 lam`, equals `B⁻¹ V Vᵀ B⁻¹`.

The lemma takes `B`, `V` and `lam` as independent data, with `B` and `V` real and finite. The directions form a finite, inversion-symmetric mesh of unit vectors whose mean of `n nᵀ` is one third of the identity. `B` is not assumed invertible, since Lean sets `B⁻¹` to zero for singular `B` and both sides then vanish. The proof writes the correction as a linear map applied to `n nᵀ`, moves the average inside the map, puts in the mean and cancels the scalars.

The first attempt, which Lean rejects:

```lean
import Mathlib

open Matrix

namespace CubicAverage

noncomputable section

variable {ι m : Type*} [Fintype ι] [Fintype m] [DecidableEq m]

/-- The arithmetic mean of a quantity over a nonempty finite mesh of directions. -/
def average {E : Type*} [AddCommGroup E] [Module ℝ E] (f : ι → E) : E :=
  (Fintype.card ι : ℝ)⁻¹ • ∑ i, f i

/-- A finite mesh of unit vectors in space that is symmetric under inversion and
whose mean of `n nᵀ` is one third of the identity. -/
structure IsotropicMesh (n : ι → Fin 3 → ℝ) : Prop where
  unit : ∀ i, n i ⬝ᵥ n i = 1
  inversion : ∃ σ : Equiv.Perm ι, ∀ i, n (σ i) = -n i
  isotropic : average (fun i => vecMulVec (n i) (n i)) =
    (1 / 3 : ℝ) • (1 : Matrix (Fin 3) (Fin 3) ℝ)

/-- The macroscopic dielectric function `n · L n` along the direction `n`. -/
def head (L : Matrix (Fin 3) (Fin 3) ℝ) (n : Fin 3 → ℝ) : ℝ := n ⬝ᵥ L *ᵥ n

/-- The correction `B⁻¹ V n nᵀ Vᵀ B⁻¹ / (n · L n)` to the body of the inverse dielectric
matrix, for invertible `B` and nonzero `n · L n`. -/
def bodyCorrection (B : Matrix m m ℝ) (V : Matrix m (Fin 3) ℝ)
    (L : Matrix (Fin 3) (Fin 3) ℝ) (n : Fin 3 → ℝ) : Matrix m m ℝ :=
  (head L n)⁻¹ • (B⁻¹ * V * vecMulVec n n * Vᵀ * B⁻¹)

/-- Averaging over directions commutes with every linear map. -/
theorem average_map {E F : Type*} [AddCommGroup E] [Module ℝ E] [AddCommGroup F] [Module ℝ F]
    (T : E →ₗ[ℝ] F) (f : ι → E) : T (average f) = average (fun i => T (f i)) := by
  simp only [average, map_smul, map_sum]

/-- For a cubic medium with nonzero macroscopic constant `lam`, the averaged body correction
times `3 lam` is `B⁻¹ V Vᵀ B⁻¹`. -/
theorem cubic_average {n : ι → Fin 3 → ℝ} (hn : IsotropicMesh n) (B : Matrix m m ℝ)
    (V : Matrix m (Fin 3) ℝ) {lam : ℝ} (hlam : lam ≠ 0) :
    (3 * lam) • average (fun i => bodyCorrection B V (lam • 1) (n i)) =
      B⁻¹ * V * Vᵀ * B⁻¹ := by
  let T : Matrix (Fin 3) (Fin 3) ℝ →ₗ[ℝ] Matrix m m ℝ :=
    { toFun := fun M => B⁻¹ * V * M * Vᵀ * B⁻¹
      map_add' := fun M N => by simp only [Matrix.mul_add, Matrix.add_mul]
      map_smul' := fun c M => by
        simp only [Matrix.mul_smul, Matrix.smul_mul, RingHom.id_apply] }
  have h := average_map (lam⁻¹ • T) (fun i => vecMulVec (n i) (n i))
  have hb : (fun i => bodyCorrection B V (lam • 1) (n i)) =
      fun i => (lam⁻¹ • T) (vecMulVec (n i) (n i)) := by
    funext i
    -- on unit vectors the head is the constant `lam`
    have hh : head (lam • 1) (n i) = lam := by
      rw [head, Matrix.smul_mulVec, Matrix.one_mulVec, dotProduct_smul, hn.unit i,
        smul_eq_mul, mul_one]
    rw [bodyCorrection, hh]
    rfl
  rw [hb, ← h, hn.isotropic]
  change (3 * lam) • (lam⁻¹ • (B⁻¹ * V * ((1 / 3 : ℝ) • 1) * Vᵀ * B⁻¹)) = _
  have hc : 3 * lam * (lam⁻¹ * (1 / 3)) = 1 := by field_simp
  rw [Matrix.mul_smul, Matrix.smul_mul, Matrix.smul_mul, Matrix.mul_one,
    smul_smul lam⁻¹, smul_smul (3 * lam), hc, one_smul]

end

end CubicAverage
```

Compiling this gives:

```
Main.lean:59:42: error(lean.synthInstanceFailed): failed to synthesize instance of type class
  HSMul ℝ ℕ ?m.280

Hint: Type class instance resolution failures can be inspected with the `set_option trace.Meta.synthInstance true` command.
Main.lean:59:31: error(lean.synthInstanceFailed): failed to synthesize instance of type class
  HMul (CStarMatrix m ?n ℝ) (Matrix (Fin 3) m ℝ) (Matrix m m ℝ)

Hint: Type class instance resolution failures can be inspected with the `set_option trace.Meta.synthInstance true` command.
Main.lean:59:2: error: 'change' tactic failed, pattern
  (3 * lam) • lam⁻¹ • (B⁻¹ * V * (1 / 3) • 1 * Vᵀ * B⁻¹) = ?m.270
is not definitionally equal to target
  (3 * lam) • (lam⁻¹ • T) ((1 / 3) • 1) = B⁻¹ * V * Vᵀ * B⁻¹
```

The mended proof, as a diff:

```diff
@@ -57,5 +57,6 @@
     rfl
   rw [hb, ← h, hn.isotropic]
-  change (3 * lam) • (lam⁻¹ • (B⁻¹ * V * ((1 / 3 : ℝ) • 1) * Vᵀ * B⁻¹)) = _
+  change (3 * lam) • (lam⁻¹ •
+    (B⁻¹ * V * ((1 / 3 : ℝ) • (1 : Matrix (Fin 3) (Fin 3) ℝ)) * Vᵀ * B⁻¹)) = _
   have hc : 3 * lam * (lam⁻¹ * (1 / 3)) = 1 := by field_simp
   rw [Matrix.mul_smul, Matrix.smul_mul, Matrix.smul_mul, Matrix.mul_one,
```

What went wrong. The fault is the bare `1` in the `change` line. It is meant as the 3 × 3 identity matrix, but nothing there tells Lean so: matrices of different shapes may be multiplied, so the factors beside it do not fix its type. Lean fell back on reading `1` as a natural number, and the first message says that it knows no way to scale a natural number by a real one.

The type of the product up to that factor was therefore open as well. The second message shows that Lean took it to be a `CStarMatrix`, Mathlib's separate type for matrices over C⋆-algebras, and found no multiplication of that by the ordinary matrix `Vᵀ`. The third message follows from these: an expression with such gaps cannot match the goal by definition.

The repair writes `(1 : Matrix (Fin 3) (Fin 3) ℝ)`. All the products are then ordinary matrix products, and the new form agrees with the goal once `T` is unfolded. The line break is mere layout.
